# Lowered highest-weight vectors span every finite-dimensional space with ladder operators J+ and J- = J+†

## States that lowering might miss

Suppose that two operators commute with J-, and that they have been found to agree on every highest-weight state. Commuting with J- carries the agreement down each ladder. If some state were not a combination of ladder states, though, the two operators could still differ on it, and the check at the top would settle nothing there.

In a finite-dimensional complex inner-product space with the angular momentum ladder relations and J- adjoint to J+, no such state exists. For the spin states of finitely many electrons in a finite orbital basis, this means that highest-weight states and their spin-lowered partners together generate the whole state space.

## The ladder relations and their physics

Let V be the space, with inner product ⟨u,w⟩ linear in w and conjugate-linear in u. Let Jz, J+ and J- be linear operators on V. In units with ħ = 1, the assumptions are

[Jz, J+] = J+

[J+, J-] = 2Jz

⟨J+u, w⟩ = ⟨u, J-w⟩ for all u, w in V.

The first relation says that J+ adds one unit of angular momentum along z. The second gives Jz as half the commutator of J+ and J-. The third makes Jx = (J+ + J-)/2 and Jy = (J+ − J-)/(2i) Hermitian, as observables should be. Together, the three assumptions yield the commutation relations of infinitesimal rotations. Neither the Hermiticity of Jz nor the relation [Jz, J-] = −J- is assumed; both are derived below.

A highest-weight vector is a nonzero v with J+v = 0 and Jz v = m v for some number m.

## The spanning theorem, read from Lean

In the file, `Module.End ℂ V` is the type of linear operators on V, and multiplication there is composition. The structure `IsLadder Jz Jp Jm` collects the three assumptions as `raise`, `comm` and `adj`. The predicate `IsHighest Jz Jp v` says that v is a highest-weight vector; its eigenvalue is allowed to be any complex number. The set `loweredVectors Jz Jp Jm` contains all J-^k v with v highest-weight and k = 0, 1, 2, …

The theorem `span_loweredVectors` states that, if V is finite-dimensional and `IsLadder` holds, the linear span of this set is `⊤`, the whole of V. If V is the zero space, the set is empty and its span is still all of V.

When V is nonzero, the set is a spanning set but not a basis: it contains every multiple of each highest-weight vector, and also the zero vectors reached by lowering too far. The theorem does not decompose V into irreducible multiplets or show that m is an integer or half-integer. Infinite-dimensional spaces, such as the full state space of a particle with orbital angular momentum, are not covered.

The vectors J-^k v are in general not normalised. For a highest-weight unit vector v with m = j, the usual ladder calculation gives the normalised states

|j, j−k⟩ = √((2j−k)! / (k! (2j)!)) J-^k v, for k = 0, …, 2j.

## Jz is Hermitian and J- lowers

Conjugating the adjointness relation gives its mirror image, ⟨J-u, w⟩ = ⟨u, J+w⟩. Therefore

2⟨Jz u, w⟩ = ⟨J+J-u, w⟩ − ⟨J-J+u, w⟩

= ⟨J-u, J-w⟩ − ⟨J+u, J+w⟩

= ⟨u, J+J-w⟩ − ⟨u, J-J+w⟩

= 2⟨u, Jz w⟩,

so Jz is Hermitian. For any u and x, the raising relation in the form J+Jz = JzJ+ − J+ now gives

⟨u, JzJ-x⟩ = ⟨Jz u, J-x⟩ = ⟨J+Jz u, x⟩

= ⟨JzJ+u, x⟩ − ⟨J+u, x⟩

= ⟨u, J-Jz x − J-x⟩.

Since u is arbitrary, JzJ- = J-Jz − J-. If Jz v = m v, then

Jz J-^k v = (m − k) J-^k v.

This is clear for k = 0. If it holds for k, then

Jz J-^(k+1) v = J-(Jz J-^k v) − J-^(k+1) v = (m − k − 1) J-^(k+1) v.

## Raising must end inside every stable subspace

Let U be a nonzero subspace that Jz and J+ map into itself. Restricted to U, the operator Jz has an eigenvector u ≠ 0, because U is a nonzero finite-dimensional complex space. Write Jz u = μu. The relation JzJ+ = J+Jz + J+ gives, by the same kind of induction,

Jz J+^k u = (μ + k) J+^k u,

and every J+^k u lies in U.

If none of these vectors vanished, they would be eigenvectors of Jz with infinitely many distinct eigenvalues. They would then be linearly independent, which is impossible in finite dimension. So there is a smallest exponent with J+^k u = 0. It is not zero, since u ≠ 0, and we write it as n + 1. The vector J+^n u is nonzero, is killed by J+, and is an eigenvector of Jz. It is a highest-weight vector in U.

## Nothing is orthogonal to all lowered vectors

Let W be the span of all J-^k v with v highest-weight. Applying J- to such a vector raises k by one, and applying Jz multiplies it by m − k. Both operators therefore map W into itself.

Let W⊥ be the orthogonal complement of W. For x in W⊥ and w in W,

⟨w, Jz x⟩ = ⟨Jz w, x⟩ = 0

⟨w, J+x⟩ = ⟨J-w, x⟩ = 0,

so Jz and J+ map W⊥ into itself. If W⊥ were nonzero, it would contain a highest-weight vector v. But v = J-^0 v also lies in W, so ⟨v, v⟩ = 0 and v = 0, a contradiction. Hence W⊥ = 0 and W = V.

## Comparing operators and generating a single multiplet

Let A and B commute with J- and agree on every highest-weight vector. Then

A J-^k v = J-^k A v = J-^k B v = B J-^k v.

Two linear operators that agree on a spanning set are equal, so A = B. This is `eq_of_eq_on_highest`. It applies in particular to two rotationally invariant Hamiltonians on such a finite-dimensional space.

Now suppose that every highest-weight vector is a multiple of one vector v₀. Each J-^k v is then a multiple of J-^k v₀, so the single chain v₀, J-v₀, J-²v₀, … spans V. This is `span_single_chain`. It does not ask for v₀ itself to be highest-weight; when V is nonzero, that follows from the hypothesis.

## The definitions and proofs in Lean

```lean
import Mathlib

open scoped InnerProductSpace

namespace LadderSpanning

noncomputable section

variable {V : Type*} [NormedAddCommGroup V] [InnerProductSpace ℂ V]

/-- The angular momentum ladder relations (with ħ = 1), with `Jm` adjoint to `Jp`. -/
structure IsLadder (Jz Jp Jm : Module.End ℂ V) : Prop where
  raise : Jz * Jp - Jp * Jz = Jp
  comm : Jp * Jm - Jm * Jp = (2 : ℂ) • Jz
  adj : ∀ u w : V, ⟪Jp u, w⟫_ℂ = ⟪u, Jm w⟫_ℂ

/-- A highest-weight vector: an eigenvector of `Jz` that is killed by `Jp`. -/
def IsHighest (Jz Jp : Module.End ℂ V) (v : V) : Prop :=
  v ≠ 0 ∧ Jp v = 0 ∧ ∃ m : ℂ, Jz v = m • v

/-- All vectors obtained by applying `Jm` any number of times to a highest-weight vector. -/
def loweredVectors (Jz Jp Jm : Module.End ℂ V) : Set V :=
  {w | ∃ (v : V) (k : ℕ), IsHighest Jz Jp v ∧ w = (Jm ^ k) v}

variable {Jz Jp Jm : Module.End ℂ V}

/-- The raising operator is the adjoint of the lowering operator. -/
theorem IsLadder.adj' (h : IsLadder Jz Jp Jm) (u w : V) :
    ⟪Jm u, w⟫_ℂ = ⟪u, Jp w⟫_ℂ := by
  rw [← inner_conj_symm, ← h.adj, inner_conj_symm]

/-- The operator `Jz` is symmetric. -/
theorem IsLadder.jz_symm (h : IsLadder Jz Jp Jm) (u w : V) :
    ⟪Jz u, w⟫_ℂ = ⟪u, Jz w⟫_ℂ := by
  have hc : ∀ x : V, Jp (Jm x) - Jm (Jp x) = (2 : ℂ) • Jz x :=
    fun x => LinearMap.congr_fun h.comm x
  -- twice `Jz` is the commutator of an adjoint pair
  have h1 : ⟪(2 : ℂ) • Jz u, w⟫_ℂ = ⟪u, (2 : ℂ) • Jz w⟫_ℂ := by
    rw [← hc u, ← hc w, inner_sub_left, inner_sub_right, h.adj (Jm u) w,
      h.adj' u (Jm w), h.adj' (Jp u) w, h.adj u (Jp w)]
  have h2 : (starRingEnd ℂ) (2 : ℂ) = 2 := map_ofNat (starRingEnd ℂ) 2
  rw [inner_smul_left, inner_smul_right, h2] at h1
  exact mul_left_cancel₀ two_ne_zero h1

/-- Lowering `k` times a vector with `Jz` eigenvalue `m` gives a vector on which `Jz` acts
as multiplication by `m - k`. -/
theorem IsLadder.jz_lowered (h : IsLadder Jz Jp Jm) {v : V} {m : ℂ}
    (hv : Jz v = m • v) (k : ℕ) : Jz ((Jm ^ k) v) = (m - k) • (Jm ^ k) v := by
  -- the lowering relation is the adjoint of the raising relation
  have hl : ∀ x : V, Jz (Jm x) = Jm (Jz x) - Jm x := by
    intro x
    refine ext_inner_left ℂ fun u => ?_
    have hr : Jz (Jp u) - Jp (Jz u) = Jp u := LinearMap.congr_fun h.raise u
    have e : Jp (Jz u) = Jz (Jp u) - Jp u :=
      eq_sub_of_add_eq (sub_eq_iff_eq_add'.mp hr).symm
    rw [inner_sub_right, ← h.jz_symm u (Jm x), ← h.adj (Jz u) x, ← h.adj u (Jz x),
      ← h.adj u x, ← h.jz_symm (Jp u) x, ← inner_sub_left, e]
  induction k with
  | zero => simpa using hv
  | succ k ih =>
    rw [pow_succ', Module.End.mul_apply, hl, ih, map_smul]
    push_cast
    module

/-- Every nonzero subspace that is stable under `Jz` and `Jp` contains a highest-weight
vector. -/
theorem IsLadder.exists_highest [FiniteDimensional ℂ V] (h : IsLadder Jz Jp Jm)
    (U : Submodule ℂ V) (hU : U ≠ ⊥) (hz : ∀ x ∈ U, Jz x ∈ U) (hp : ∀ x ∈ U, Jp x ∈ U) :
    ∃ v ∈ U, IsHighest Jz Jp v := by
  have : Nontrivial U := Submodule.nontrivial_iff_ne_bot.mpr hU
  obtain ⟨μ, hμ⟩ := Module.End.exists_eigenvalue (LinearMap.restrict Jz hz)
  obtain ⟨u, hu⟩ := hμ.exists_hasEigenvector
  have hu1 : Jz (u : V) = μ • (u : V) := congrArg Subtype.val hu.apply_eq_smul
  have hu0 : (u : V) ≠ 0 := fun h0 => hu.2 (Subtype.ext h0)
  -- raising shifts the eigenvalue by one and stays in the subspace
  have hk : ∀ k : ℕ, Jz ((Jp ^ k) (u : V)) = (μ + k) • (Jp ^ k) (u : V) := by
    intro k
    induction k with
    | zero => simpa using hu1
    | succ k ih =>
      have hr : Jz (Jp ((Jp ^ k) (u : V))) - Jp (Jz ((Jp ^ k) (u : V)))
          = Jp ((Jp ^ k) (u : V)) := LinearMap.congr_fun h.raise _
      rw [pow_succ', Module.End.mul_apply, sub_eq_iff_eq_add'.mp hr, ih, map_smul]
      push_cast
      module
  have hmem : ∀ k : ℕ, (Jp ^ k) (u : V) ∈ U := by
    intro k
    induction k with
    | zero => simp
    | succ k ih =>
      rw [pow_succ', Module.End.mul_apply]
      exact hp _ ih
  -- the chain must stop: if no member vanished, they would all be linearly independent
  have hstop : ∃ k : ℕ, (Jp ^ k) (u : V) = 0 := by
    by_contra hcon
    push Not at hcon
    have hinj : Function.Injective (fun k : ℕ => μ + (k : ℂ)) := fun a b hab =>
      Nat.cast_injective (add_left_cancel hab)
    have hli := Module.End.eigenvectors_linearIndependent' Jz (fun k : ℕ => μ + (k : ℂ)) hinj
      (fun k => (Jp ^ k) (u : V))
      (fun k => ⟨Module.End.mem_eigenspace_iff.mpr (hk k), hcon k⟩)
    have : Finite ℕ := hli.finite
    exact not_finite ℕ
  classical
  obtain ⟨n, hn⟩ : ∃ n, Nat.find hstop = n + 1 := by
    refine Nat.exists_eq_succ_of_ne_zero fun h0 => hu0 ?_
    have h1 := Nat.find_spec hstop
    rw [h0] at h1
    simpa using h1
  refine ⟨(Jp ^ n) (u : V), hmem n, Nat.find_min hstop (by omega), ?_, μ + n, hk n⟩
  have h1 := Nat.find_spec hstop
  rw [hn, pow_succ', Module.End.mul_apply] at h1
  exact h1

/-- The whole space is spanned by the vectors obtained from highest-weight vectors by
repeated lowering. -/
theorem span_loweredVectors [FiniteDimensional ℂ V] (h : IsLadder Jz Jp Jm) :
    Submodule.span ℂ (loweredVectors Jz Jp Jm) = ⊤ := by
  set W := Submodule.span ℂ (loweredVectors Jz Jp Jm) with hW
  have hm : W ≤ W.comap Jm := by
    refine Submodule.span_le.mpr ?_
    rintro _ ⟨v, k, hv, rfl⟩
    change Jm ((Jm ^ k) v) ∈ W
    exact Submodule.subset_span ⟨v, k + 1, hv, by rw [pow_succ', Module.End.mul_apply]⟩
  have hz : W ≤ W.comap Jz := by
    refine Submodule.span_le.mpr ?_
    rintro _ ⟨v, k, hv, rfl⟩
    obtain ⟨m, hvm⟩ := hv.2.2
    change Jz ((Jm ^ k) v) ∈ W
    rw [h.jz_lowered hvm k]
    exact W.smul_mem _ (Submodule.subset_span ⟨v, k, hv, rfl⟩)
  by_contra hne
  have hbot : Wᗮ ≠ ⊥ := fun hb => hne (Submodule.orthogonal_eq_bot_iff.mp hb)
  -- the orthogonal complement is stable under `Jz` and `Jp`
  obtain ⟨v, hvW, hv⟩ := h.exists_highest Wᗮ hbot
    (fun x hx => (Submodule.mem_orthogonal W _).mpr fun w hw => by
      rw [← h.jz_symm]
      exact (Submodule.mem_orthogonal W x).mp hx _ (hz hw))
    (fun x hx => (Submodule.mem_orthogonal W _).mpr fun w hw => by
      rw [← h.adj']
      exact (Submodule.mem_orthogonal W x).mp hx _ (hm hw))
  -- its highest-weight vector also lies in the span, hence is orthogonal to itself
  have hv' : v ∈ W := Submodule.subset_span ⟨v, 0, hv, by simp⟩
  exact hv.1 (inner_self_eq_zero.mp ((Submodule.mem_orthogonal W v).mp hvW v hv'))

/-- Two operators that commute with `Jm` and agree on all highest-weight vectors are equal. -/
theorem eq_of_eq_on_highest [FiniteDimensional ℂ V] (h : IsLadder Jz Jp Jm)
    {A B : Module.End ℂ V} (hA : Commute A Jm) (hB : Commute B Jm)
    (hAB : ∀ v, IsHighest Jz Jp v → A v = B v) : A = B := by
  refine LinearMap.ext_on (span_loweredVectors h) ?_
  rintro _ ⟨v, k, hv, rfl⟩
  have h1 : A ((Jm ^ k) v) = (Jm ^ k) (A v) := LinearMap.congr_fun (hA.pow_right k).eq v
  have h2 : B ((Jm ^ k) v) = (Jm ^ k) (B v) := LinearMap.congr_fun (hB.pow_right k).eq v
  rw [h1, h2, hAB v hv]

/-- If every highest-weight vector is a multiple of one vector `v₀`, then the vectors
obtained from `v₀` by repeated lowering span the whole space. -/
theorem span_single_chain [FiniteDimensional ℂ V] (h : IsLadder Jz Jp Jm) (v₀ : V)
    (hv₀ : ∀ v, IsHighest Jz Jp v → ∃ c : ℂ, v = c • v₀) :
    Submodule.span ℂ (Set.range fun k : ℕ => (Jm ^ k) v₀) = ⊤ := by
  rw [eq_top_iff, ← span_loweredVectors h]
  refine Submodule.span_le.mpr ?_
  rintro _ ⟨v, k, hv, rfl⟩
  obtain ⟨c, rfl⟩ := hv₀ v hv
  rw [map_smul]
  exact Submodule.smul_mem _ c (Submodule.subset_span ⟨k, rfl⟩)

/-- The spin-1/2 operator `Jz` on two-component spinors. -/
def spinHalfZ : Module.End ℂ (EuclideanSpace ℂ (Fin 2)) where
  toFun x := !₂[x 0 / 2, -(x 1 / 2)]
  map_add' x y := by ext i; fin_cases i <;> simp <;> ring
  map_smul' c x := by ext i; fin_cases i <;> simp <;> ring

/-- The spin-1/2 raising operator on two-component spinors. -/
def spinHalfPlus : Module.End ℂ (EuclideanSpace ℂ (Fin 2)) where
  toFun x := !₂[x 1, 0]
  map_add' x y := by ext i; fin_cases i <;> simp
  map_smul' c x := by ext i; fin_cases i <;> simp

/-- The spin-1/2 lowering operator on two-component spinors. -/
def spinHalfMinus : Module.End ℂ (EuclideanSpace ℂ (Fin 2)) where
  toFun x := !₂[0, x 0]
  map_add' x y := by ext i; fin_cases i <;> simp
  map_smul' c x := by ext i; fin_cases i <;> simp

/-- The spin-1/2 operators satisfy the ladder relations and the adjointness condition. -/
theorem isLadder_witness : IsLadder spinHalfZ spinHalfPlus spinHalfMinus where
  raise := by
    refine LinearMap.ext fun x => ?_
    ext i
    fin_cases i <;> simp [spinHalfZ, spinHalfPlus]
  comm := by
    refine LinearMap.ext fun x => ?_
    ext i
    fin_cases i <;> simp [spinHalfZ, spinHalfPlus, spinHalfMinus] <;> ring
  adj u w := by
    simp [spinHalfPlus, spinHalfMinus, PiLp.inner_apply, Fin.sum_univ_two]

end

end LadderSpanning
```

```lean
#print axioms LadderSpanning.span_loweredVectors
#print axioms LadderSpanning.eq_of_eq_on_highest
#print axioms LadderSpanning.span_single_chain
```

```
'LadderSpanning.span_loweredVectors' depends on axioms: [propext, Classical.choice, Quot.sound]
'LadderSpanning.eq_of_eq_on_highest' depends on axioms: [propext, Classical.choice, Quot.sound]
'LadderSpanning.span_single_chain' depends on axioms: [propext, Classical.choice, Quot.sound]
```

## How the Lean proofs follow the argument

`IsLadder.adj'` is the mirrored adjointness relation, obtained with `inner_conj_symm`. `IsLadder.jz_symm` writes 2Jz as the commutator on both sides of the inner product, moves the ladder operators across one at a time, and cancels the factor 2. The intermediate fact `h2` records that 2 equals its complex conjugate, which is needed because the first slot is conjugate-linear.

In `IsLadder.jz_lowered`, the intermediate claim `hl` is the lowering relation. The step `ext_inner_left` reduces an equality of vectors to equality of their inner products with every u, as in the derivation above. Induction on k then gives the eigenvalue m − k, with `module` collecting the scalar coefficients.

`IsLadder.exists_highest` restricts Jz to U and takes an eigenvector there. The claims `hk` and `hmem` give the shifted eigenvalues and membership in U. For `hstop`, the assumption that no raised vector vanishes is fed to `Module.End.eigenvectors_linearIndependent'`; an independent family indexed by all the naturals contradicts finite dimension. `Nat.find` selects the smallest exponent at which the chain vanishes, and the vector one step earlier is the one returned.

In `span_loweredVectors`, `hm` and `hz` say that W is stable under J- and Jz. By `Submodule.span_le`, it is enough to check this on the generating vectors. The proof then assumes that W is not the whole space, so that its complement `Wᗮ` is nonzero, and applies `exists_highest` to that complement. The two function arguments supplied there are the stability calculations for Jz and J+. The last line turns ⟨v, v⟩ = 0 into v = 0, against the requirement that v be nonzero.

For `eq_of_eq_on_highest`, `LinearMap.ext_on` reduces equality of operators to equality on the spanning set, and `Commute.pow_right`, written `hA.pow_right k` and `hB.pow_right k`, moves A and B past J-^k. `span_single_chain` substitutes v = c v₀ and takes the scalar c outside J-^k.

The file ends with a concrete case on ℂ², where `x 0` is the spin-up amplitude and `x 1` the spin-down amplitude:

Jz(x₀, x₁) = (x₀/2, −x₁/2)

J+(x₀, x₁) = (x₁, 0)

J-(x₀, x₁) = (0, x₀).

`isLadder_witness` checks the two commutators component by component and the adjointness by expanding the inner product as a sum of two terms. Here the unit vector (1, 0) is highest-weight with m = 1/2, and lowering it once gives the unit vector (0, 1), so these two states already span the space.
